# An equal mixture of two Gaussian fermion states that violates Wick's rule

A free-fermion simulation can store each state as its two-point functions and obtain density-density correlations from them by Wick contraction. When it averages over an ensemble of such states (quantum trajectories or disorder realisations, for example), it can contract each member and then average, or average the two-point functions and contract once. The two orders can give different numbers, and two fermion modes are enough to show it.

## The two values of ⟨n₀n₁⟩

The modes are numbered 0 and 1 as in the code, with annihilation operators cᵢ, number operators nᵢ = cᵢ†cᵢ and ⟨A⟩ = tr(ρA) in a state ρ. A ladder operator is any cᵢ or cᵢ†. Wick's rule for four ladder operators a, b, x, d reads

⟨abxd⟩ = ⟨ab⟩⟨xd⟩ − ⟨ax⟩⟨bd⟩ + ⟨ad⟩⟨bx⟩,

and its right side is called the Wick value. A state is called Gaussian here if it commutes with fermion parity and obeys this rule for all choices of the four operators. For a weight p, mix the empty and the doubly filled state:

ρ(p) = (1 − p)|00⟩⟨00| + p|11⟩⟨11|.

Then

⟨cᵢ†cⱼ⟩ = p δᵢⱼ,  ⟨cᵢcⱼ⟩ = 0,  ⟨n₀n₁⟩ = p,  Wick value of n₀n₁ = p².

Both pure states are Gaussian, and ρ(p) is Gaussian only at p = 0 and p = 1. At p = 1/2 the correlation matrix is I/2, with I the 2×2 identity, and ⟨n₀n₁⟩ = 1/2 against the Wick value 1/4.

## Order of contraction and averaging in a code

Expectation values are linear in ρ, while the Wick value is quadratic in it. Contracting each member gives ⟨n₀n₁⟩ = 0 for |00⟩ and 1 for |11⟩, whose average p is correct. Contracting the averaged matrix gives p² and loses p(1 − p), the covariance of the two occupations over the ensemble. In this two-mode, one-parameter model, an interaction term U n₀n₁ of strength U evaluated in mean-field fashion from the averaged correlation matrix comes out as U/4 at equal weights, where the ensemble average of this term is U/2.

The averaged two-point matrices alone do not distinguish ρ(1/2) from a mixed Gaussian state. The maximally mixed state 1/4 (the 4×4 identity divided by four) is Gaussian, has the same ⟨cᵢ†cⱼ⟩ = δᵢⱼ/2 and ⟨cᵢcⱼ⟩ = 0, and has ⟨n₀n₁⟩ = 1/4. The late contraction returns the value belonging to that state.

## Derivation from the anticommutation relations

In the basis |00⟩, |01⟩, |10⟩, |11⟩, with the first digit the occupation of mode 0, take c₀ = σ⁻⊗1 and c₁ = Z⊗σ⁻, where σ⁻ = |0⟩⟨1| and Z = diag(1, −1). Writing {u, v} = uv + vu, they satisfy {cᵢ, cⱼ} = 0 and {cᵢ, cⱼ†} = δᵢⱼ, so the anticommutator of two ladder operators is a number. Set g₁ = {a, b}, g₂ = {a, x}, g₃ = {a, d} and move a to the right in three steps:

abxd = g₁ xd − baxd = g₁ xd − g₂ bd + bxad = g₁ xd − g₂ bd + g₃ bx − bxda,

abxd + bxda = g₁ xd − g₂ bd + g₃ bx.  (∗)

Let tr ρ = 1 and suppose that a annihilates ρ from one side. If aρ = 0, then ⟨Xa⟩ = tr(aρX) = 0 for every operator X. Hence ⟨ab⟩ = ⟨{a, b}⟩ = g₁, likewise ⟨ax⟩ = g₂ and ⟨ad⟩ = g₃, and ⟨bxda⟩ = 0, so the expectation of (∗) is Wick's rule. If ρa = 0, then ⟨aX⟩ = 0, and both sides of the rule vanish. For the empty state cᵢρ = 0 and ρcᵢ† = 0; for the filled state cᵢ†ρ = 0 and ρcᵢ = 0. Both obey the rule.

For ρ = diag(w₀, w₁, w₂, w₃) only diagonal elements of A enter ⟨A⟩. The products c₀†c₁, c₁†c₀ and cᵢcⱼ have none, and

⟨n₀⟩ = w₂ + w₃,  ⟨n₁⟩ = w₁ + w₃,  ⟨n₀n₁⟩ = w₃.

The weights (1 − p, 0, 0, p) give the correlators of ρ(p), and the Wick value of c₀†c₀c₁†c₁ is

⟨c₀†c₀⟩⟨c₁†c₁⟩ − ⟨c₀†c₁†⟩⟨c₀c₁⟩ + ⟨c₀†c₁⟩⟨c₀c₁†⟩ = p² − 0 + 0.

Gaussianity requires p = p², that is p(p − 1) = 0; conversely p = 0 and p = 1 are the two pure states.

For ρ = 1/4 cyclicity of the trace gives ⟨Xa⟩ = ⟨aX⟩. Then ⟨ab⟩ = g₁/2, ⟨ax⟩ = g₂/2, ⟨ad⟩ = g₃/2 and ⟨bxda⟩ = ⟨abxd⟩, and half the expectation of (∗) is Wick's rule.

## The Lean file

```lean
import Mathlib

open Matrix
open scoped ComplexOrder

namespace GaussianMixture

noncomputable section

/-- Operators on the two-mode Fock space, basis |00⟩, |01⟩, |10⟩, |11⟩. -/
abbrev Op := Matrix (Fin 4) (Fin 4) ℂ

/-- Jordan-Wigner annihilation operators c₀ = σ⁻ ⊗ 1 and c₁ = Z ⊗ σ⁻. -/
def c : Fin 2 → Op :=
  ![!![0, 0, 1, 0; 0, 0, 0, 1; 0, 0, 0, 0; 0, 0, 0, 0],
    !![0, 1, 0, 0; 0, 0, 0, 0; 0, 0, 0, -1; 0, 0, 0, 0]]

/-- Number operator nᵢ = cᵢ† cᵢ. -/
def n (i : Fin 2) : Op := (c i)ᴴ * c i

/-- A ladder operator is some cᵢ or cᵢ†. -/
def IsLadder (a : Op) : Prop := ∃ i, a = c i ∨ a = (c i)ᴴ

/-- Fermion parity operator. -/
def parity : Op := diagonal ![1, -1, -1, 1]

/-- Expectation value ⟨A⟩ = tr(ρ A). -/
def ev (ρ A : Op) : ℂ := trace (ρ * A)

/-- Correlation matrix ⟨cᵢ† cⱼ⟩. -/
def corr (ρ : Op) : Matrix (Fin 2) (Fin 2) ℂ := of fun i j => ev ρ ((c i)ᴴ * c j)

/-- Anomalous correlation matrix ⟨cᵢ cⱼ⟩. -/
def anom (ρ : Op) : Matrix (Fin 2) (Fin 2) ℂ := of fun i j => ev ρ (c i * c j)

/-- Signed sum of pair contractions ⟨ab⟩⟨xd⟩ - ⟨ax⟩⟨bd⟩ + ⟨ad⟩⟨bx⟩. -/
def wickValue (ρ a b x d : Op) : ℂ :=
  ev ρ (a * b) * ev ρ (x * d) - ev ρ (a * x) * ev ρ (b * d) + ev ρ (a * d) * ev ρ (b * x)

/-- Every four-point function of ladder operators equals its sum of pair contractions. -/
def SatisfiesWick (ρ : Op) : Prop :=
  ∀ a b x d, IsLadder a → IsLadder b → IsLadder x → IsLadder d →
    ev ρ (a * b * x * d) = wickValue ρ a b x d

/-- A density matrix that commutes with fermion parity. -/
def IsEvenState (ρ : Op) : Prop :=
  ρ.PosSemidef ∧ trace ρ = 1 ∧ ρ * parity = parity * ρ

/-- A Gaussian state of two modes: an even density matrix obeying the four-point Wick rule. -/
def IsGaussian (ρ : Op) : Prop := IsEvenState ρ ∧ SatisfiesWick ρ

/-- The empty state |00⟩⟨00|. -/
def emptyState : Op := diagonal ![1, 0, 0, 0]

/-- The doubly filled state |11⟩⟨11|. -/
def filledState : Op := diagonal ![0, 0, 0, 1]

/-- The mixture (1 - p) |00⟩⟨00| + p |11⟩⟨11|. -/
def mix (p : ℝ) : Op := (1 - (p : ℂ)) • emptyState + (p : ℂ) • filledState

/-- The maximally mixed state 1/4. -/
def maxMixed : Op := (1 / 4 : ℂ) • 1

/-- Canonical anticommutation relations {cᵢ, cⱼ} = 0 and {cᵢ, cⱼ†} = δᵢⱼ. -/
theorem car (i j : Fin 2) : c i * c j + c j * c i = 0 ∧
    c i * (c j)ᴴ + (c j)ᴴ * c i = (if i = j then (1 : ℂ) else 0) • (1 : Op) := by
  constructor <;> ext k l <;>
    simp only [Matrix.mul_apply, Matrix.add_apply, conjTranspose_apply, Fin.sum_univ_four] <;>
    fin_cases i <;> fin_cases j <;> fin_cases k <;> fin_cases l <;> simp [c, one_apply]

/-- The anticommutators of a ladder operator a with ladder operators b, x, d are numbers
g₁, g₂, g₃, and abxd + bxda = g₁ xd - g₂ bd + g₃ bx. -/
theorem ladder_move {a b x d : Op} (ha : IsLadder a) (hb : IsLadder b) (hx : IsLadder x)
    (hd : IsLadder d) : ∃ g₁ g₂ g₃ : ℂ, a * b + b * a = g₁ • 1 ∧ a * x + x * a = g₂ • 1 ∧
      a * d + d * a = g₃ • 1 ∧
      a * b * x * d + b * x * d * a = g₁ • (x * d) - g₂ • (b * d) + g₃ • (b * x) := by
  have key : ∀ u v : Op, IsLadder u → IsLadder v → ∃ g : ℂ, u * v + v * u = g • 1 := by
    rintro u v ⟨i, rfl | rfl⟩ ⟨j, rfl | rfl⟩
    · exact ⟨0, by rw [(car i j).1, zero_smul]⟩
    · exact ⟨_, (car i j).2⟩
    · exact ⟨_, (add_comm _ _).trans (car j i).2⟩
    · have t := congrArg conjTranspose (car j i).1
      rw [conjTranspose_add, conjTranspose_mul, conjTranspose_mul, conjTranspose_zero] at t
      exact ⟨0, by rw [t, zero_smul]⟩
  obtain ⟨g₁, h1⟩ := key a b ha hb
  obtain ⟨g₂, h2⟩ := key a x ha hx
  obtain ⟨g₃, h3⟩ := key a d ha hd
  refine ⟨g₁, g₂, g₃, h1, h2, h3, ?_⟩
  have e : a * b * x * d + b * x * d * a =
      (a * b + b * a) * (x * d) - b * ((a * x + x * a) * d) + b * x * (a * d + d * a) := by
    noncomm_ring
  rw [e, h1, h2, h3]
  simp only [Matrix.smul_mul, Matrix.mul_smul, Matrix.one_mul, Matrix.mul_one]

/-- A unit-trace ρ that every ladder operator annihilates from the left or from the right
obeys the four-point Wick rule. -/
theorem wick_of_annihilated {ρ : Op} (htr : trace ρ = 1)
    (h : ∀ a, IsLadder a → a * ρ = 0 ∨ ρ * a = 0) : SatisfiesWick ρ := by
  intro a b x d ha hb hx hd
  obtain ⟨g₁, g₂, g₃, h1, h2, h3, h4⟩ := ladder_move ha hb hx hd
  rcases h a ha with h0 | h0
  · -- a at the right end gives zero, so contractions with a are anticommutators
    have z : ∀ X, ev ρ (X * a) = 0 := by
      intro X
      unfold ev
      rw [← Matrix.mul_assoc, trace_mul_comm, ← Matrix.mul_assoc, h0, Matrix.zero_mul,
        trace_zero]
    have two : ∀ (y : Op) (g : ℂ), a * y + y * a = g • 1 → ev ρ (a * y) = g := by
      intro y g hy
      have e := congrArg (ev ρ) hy
      have zy := z y
      simp only [ev, Matrix.mul_add, trace_add, Matrix.mul_smul, trace_smul,
        htr, smul_eq_mul, mul_one] at e zy ⊢
      linear_combination e - zy
    have e := congrArg (ev ρ) h4
    have zy := z (b * x * d)
    unfold wickValue
    rw [two b _ h1, two x _ h2, two d _ h3]
    simp only [ev, Matrix.mul_add, Matrix.mul_sub, trace_add, trace_sub, Matrix.mul_smul,
      trace_smul, smul_eq_mul] at e zy ⊢
    linear_combination e - zy
  · -- a at the left end gives zero on both sides
    simp [wickValue, ev, ← Matrix.mul_assoc, h0]

/-- Every ladder operator annihilates the unit-trace empty and filled states from one side. -/
theorem wick_of_annihilated_witness : trace emptyState = 1 ∧ trace filledState = 1 ∧
    ∀ a, IsLadder a → (a * emptyState = 0 ∨ emptyState * a = 0) ∧
      (a * filledState = 0 ∨ filledState * a = 0) := by
  have e : ∀ i, c i * emptyState = 0 ∧ filledState * c i = 0 ∧
      emptyState * (c i)ᴴ = 0 ∧ (c i)ᴴ * filledState = 0 := by
    intro i
    refine ⟨?_, ?_, ?_, ?_⟩ <;> ext k l <;>
      simp only [emptyState, filledState, mul_diagonal, diagonal_mul, conjTranspose_apply] <;>
      fin_cases i <;> fin_cases k <;> fin_cases l <;> simp [c]
  refine ⟨by simp [emptyState, Fin.sum_univ_four], by simp [filledState, Fin.sum_univ_four], ?_⟩
  rintro a ⟨i, rfl | rfl⟩
  · exact ⟨Or.inl (e i).1, Or.inr (e i).2.1⟩
  · exact ⟨Or.inr (e i).2.2.1, Or.inl (e i).2.2.2⟩

/-- An operator diagonal in the occupation basis is an even state iff its weights are probabilities;
its correlation matrix is diagonal, ⟨cᵢcⱼ⟩ = 0, ⟨n₀n₁⟩ is the weight of |11⟩. -/
theorem diagonal_state (w : Fin 4 → ℂ) :
    (IsEvenState (diagonal w) ↔ (∀ i, 0 ≤ w i) ∧ ∑ i, w i = 1) ∧
    corr (diagonal w) = !![w 2 + w 3, 0; 0, w 1 + w 3] ∧ anom (diagonal w) = 0 ∧
    ev (diagonal w) (n 0 * n 1) = w 3 := by
  have tr : ∀ A, ev (diagonal w) A = ∑ i, w i * A i i := by
    intro A
    simp [ev, trace, diagonal_mul]
  have comm : diagonal w * parity = parity * diagonal w := by
    ext i j
    by_cases h : i = j <;> simp [parity, h, mul_comm]
  refine ⟨?_, ?_, ?_, ?_⟩
  · unfold IsEvenState
    rw [posSemidef_diagonal_iff, trace_diagonal]
    exact ⟨fun h => ⟨h.1, h.2.1⟩, fun h => ⟨h.1, h.2, comm⟩⟩
  · ext i j
    simp only [corr, of_apply, tr, mul_apply, conjTranspose_apply, Fin.sum_univ_four]
    fin_cases i <;> fin_cases j <;> simp [c]
  · ext i j
    simp only [anom, of_apply, tr, mul_apply, Fin.sum_univ_four]
    fin_cases i <;> fin_cases j <;> simp [c]
  · simp only [tr, n, mul_apply, conjTranspose_apply, Fin.sum_univ_four]
    simp [c]

/-- The mixture is an even state for 0 ≤ p ≤ 1; it has ⟨cᵢ†cⱼ⟩ = p δᵢⱼ, ⟨cᵢcⱼ⟩ = 0, ⟨n₀n₁⟩ = p, and
the signed pair contractions of c₀†c₀c₁†c₁ sum to p². -/
theorem mix_correlations (p : ℝ) : (0 ≤ p → p ≤ 1 → IsEvenState (mix p)) ∧
    corr (mix p) = (p : ℂ) • 1 ∧ anom (mix p) = 0 ∧ ev (mix p) (n 0 * n 1) = p ∧
    wickValue (mix p) (c 0)ᴴ (c 0) (c 1)ᴴ (c 1) = (p : ℂ) ^ 2 := by
  have hd : mix p = diagonal ![1 - (p : ℂ), 0, 0, (p : ℂ)] := by
    ext i j
    fin_cases i <;> fin_cases j <;> simp [mix, emptyState, filledState]
  obtain ⟨hS, hC, hF, hN⟩ := diagonal_state ![1 - (p : ℂ), 0, 0, (p : ℂ)]
  rw [← hd] at hS hC hF hN
  have hC' : corr (mix p) = (p : ℂ) • 1 := by
    rw [hC]
    ext i j
    fin_cases i <;> fin_cases j <;> simp
  refine ⟨fun h0 h1 => hS.mpr ⟨fun i => ?_, by simp [Fin.sum_univ_four]⟩, hC', hF,
    by simpa using hN, ?_⟩
  · have a : (0 : ℂ) ≤ p := Complex.zero_le_real.mpr h0
    have b : (0 : ℂ) ≤ ((1 - p : ℝ) : ℂ) := Complex.zero_le_real.mpr (sub_nonneg.mpr h1)
    rw [Complex.ofReal_sub, Complex.ofReal_one] at b
    fin_cases i
    exacts [b, le_rfl, le_rfl, a]
  · have e0 : ev (mix p) ((c 0)ᴴ * c 0) = p := by
      simpa [corr] using congrFun (congrFun hC' 0) 0
    have e1 : ev (mix p) ((c 1)ᴴ * c 1) = p := by
      simpa [corr] using congrFun (congrFun hC' 1) 1
    have e2 : ev (mix p) ((c 0)ᴴ * c 1) = 0 := by
      simpa [corr] using congrFun (congrFun hC' 0) 1
    have e3 : ev (mix p) (c 0 * c 1) = 0 := by
      simpa [anom] using congrFun (congrFun hF 0) 1
    unfold wickValue
    rw [e0, e1, e2, e3]
    ring

/-- The empty and the doubly filled state are Gaussian. -/
theorem pure_states_gaussian : IsGaussian emptyState ∧ IsGaussian filledState := by
  obtain ⟨t0, t1, h⟩ := wick_of_annihilated_witness
  exact ⟨⟨by simpa [mix] using (mix_correlations 0).1 le_rfl zero_le_one,
      wick_of_annihilated t0 fun a ha => (h a ha).1⟩,
    ⟨by simpa [mix] using (mix_correlations 1).1 zero_le_one le_rfl,
      wick_of_annihilated t1 fun a ha => (h a ha).2⟩⟩

/-- The mixture of the empty and filled states is Gaussian exactly for p = 0 or p = 1. -/
theorem mix_gaussian_iff (p : ℝ) : IsGaussian (mix p) ↔ p = 0 ∨ p = 1 := by
  constructor
  · intro h
    obtain ⟨-, -, -, hN, hW⟩ := mix_correlations p
    -- the Wick rule for n₀n₁ forces p = p²
    have w := h.2 (c 0)ᴴ (c 0) (c 1)ᴴ (c 1) ⟨0, Or.inr rfl⟩ ⟨0, Or.inl rfl⟩
      ⟨1, Or.inr rfl⟩ ⟨1, Or.inl rfl⟩
    have e : n 0 * n 1 = (c 0)ᴴ * c 0 * (c 1)ᴴ * c 1 := by simp only [n, Matrix.mul_assoc]
    rw [hW, ← e, hN] at w
    have w' : p = p ^ 2 := by exact_mod_cast w
    have z : p * (p - 1) = 0 := by linear_combination -w'
    exact (mul_eq_zero.mp z).imp id sub_eq_zero.mp
  · rintro (rfl | rfl)
    · simpa [mix] using pure_states_gaussian.1
    · simpa [mix] using pure_states_gaussian.2

/-- The maximally mixed state is Gaussian, with correlation matrix I/2, zero anomalous correlation
and ⟨n₀n₁⟩ = 1/4. -/
theorem maxMixed_gaussian : IsGaussian maxMixed ∧ corr maxMixed = (1 / 2 : ℂ) • 1 ∧
    anom maxMixed = 0 ∧ ev maxMixed (n 0 * n 1) = 1 / 4 := by
  have hd : maxMixed = diagonal fun _ => (1 / 4 : ℂ) := by
    ext i j
    by_cases h : i = j <;> simp [maxMixed, one_apply, h]
  obtain ⟨hS, hC, hF, hN⟩ := diagonal_state fun _ => (1 / 4 : ℂ)
  rw [← hd] at hS hC hF hN
  have hE : IsEvenState maxMixed :=
    hS.mpr ⟨fun _ => by positivity, by simp⟩
  refine ⟨⟨hE, ?_⟩, ?_, hF, hN⟩
  · intro a b x d ha hb hx hd'
    obtain ⟨g₁, g₂, g₃, h1, h2, h3, h4⟩ := ladder_move ha hb hx hd'
    -- expectations are cyclic, so contractions are half the anticommutators
    have cyc : ∀ X, ev maxMixed (X * a) = ev maxMixed (a * X) := by
      intro X
      simp only [ev, maxMixed, Matrix.smul_mul, Matrix.one_mul, trace_smul]
      rw [trace_mul_comm]
    have two : ∀ (y : Op) (g : ℂ), a * y + y * a = g • 1 → ev maxMixed (a * y) = g / 2 := by
      intro y g hy
      have e := congrArg (ev maxMixed) hy
      have zy := cyc y
      simp only [ev, Matrix.mul_add, trace_add, Matrix.mul_smul, trace_smul,
        hE.2.1, smul_eq_mul, mul_one] at e zy ⊢
      linear_combination (e - zy) / 2
    have e := congrArg (ev maxMixed) h4
    have zy := cyc (b * x * d)
    rw [show a * (b * x * d) = a * b * x * d by simp only [Matrix.mul_assoc]] at zy
    unfold wickValue
    rw [two b _ h1, two x _ h2, two d _ h3]
    simp only [ev, Matrix.mul_add, Matrix.mul_sub, trace_add, trace_sub, Matrix.mul_smul,
      trace_smul, smul_eq_mul] at e zy ⊢
    linear_combination (e - zy) / 2
  · rw [hC]
    ext i j
    fin_cases i <;> fin_cases j <;> simp <;> norm_num

/-- The empty and filled states are Gaussian; their equal mixture is an even state with correlation
matrix I/2, ⟨cᵢcⱼ⟩ = 0, ⟨n₀n₁⟩ = 1/2 against the Wick value 1/4, and is not Gaussian. -/
theorem equal_mixture_not_gaussian : IsGaussian emptyState ∧ IsGaussian filledState ∧
    IsEvenState (mix (1 / 2)) ∧ corr (mix (1 / 2)) = (1 / 2 : ℂ) • 1 ∧ anom (mix (1 / 2)) = 0 ∧
    ev (mix (1 / 2)) (n 0 * n 1) = 1 / 2 ∧
    wickValue (mix (1 / 2)) (c 0)ᴴ (c 0) (c 1)ᴴ (c 1) = 1 / 4 ∧ ¬ IsGaussian (mix (1 / 2)) := by
  obtain ⟨hS, hC, hF, hN, hW⟩ := mix_correlations (1 / 2)
  have hc : ((1 / 2 : ℝ) : ℂ) = 1 / 2 := by norm_num
  rw [hc] at hC hN hW
  refine ⟨pure_states_gaussian.1, pure_states_gaussian.2, hS (by norm_num) (by norm_num),
    hC, hF, hN, by rw [hW]; norm_num, ?_⟩
  rw [mix_gaussian_iff]
  norm_num

end

end GaussianMixture
```

```lean
#print axioms GaussianMixture.maxMixed_gaussian
#print axioms GaussianMixture.equal_mixture_not_gaussian
```

```
'GaussianMixture.maxMixed_gaussian' depends on axioms: [propext, Classical.choice, Quot.sound]
'GaussianMixture.equal_mixture_not_gaussian' depends on axioms: [propext, Classical.choice, Quot.sound]
```

## Definitions and theorems in physical terms

`Op` is the space of 4×4 complex matrices, `c 0` and `c 1` are the matrices above, and `ᴴ` is the adjoint. `corr ρ` has entries ⟨cᵢ†cⱼ⟩, creation operator first, and `anom ρ` has entries ⟨cᵢcⱼ⟩. `IsEvenState` asks for a positive semidefinite matrix of unit trace that commutes with `parity`, which is diag(1, −1, −1, 1); this is the superselection condition that a physical fermion state has no coherence between even and odd particle number. `IsGaussian` adds `SatisfiesWick`, the four-point rule over all `IsLadder` operators.

`equal_mixture_not_gaussian` collects the counter-example: both pure states are Gaussian, and `mix (1 / 2)` is an even state with correlation matrix I/2, zero anomalous matrix, ⟨n₀n₁⟩ = 1/2 and `wickValue` 1/4, and is not Gaussian. `mix_gaussian_iff` holds for every real p; the range 0 ≤ p ≤ 1 is needed only where `mix_correlations` asserts that `mix p` is a state. `maxMixed_gaussian` supplies the Gaussian state with the same two matrices.

The proof follows the derivation. `car` checks the anticommutators entry by entry. `ladder_move` obtains the three numbers from `key` and regroups abxd + bxda into anticommutators by `noncomm_ring`, which gives (∗). In `wick_of_annihilated`, `z` is ⟨Xa⟩ = 0, `two` identifies contractions with anticommutators, and `linear_combination e - zy` subtracts the vanishing term from the expectation of (∗); `wick_of_annihilated_witness` verifies the annihilation conditions, and `pure_states_gaussian` combines the two. `diagonal_state` allows complex weights, for which `0 ≤ w i` means real and non-negative. In `mix_correlations`, `e3` and `e2` remove the second and third terms of the Wick value. `mix_gaussian_iff` applies the rule to c₀†c₀c₁†c₁ and factors p = p². In `maxMixed_gaussian`, `cyc` is the cyclicity, and the factor 1/2 appears in `(e - zy) / 2`.

## Two modes, four points, one family of mixtures

The theorems concern two modes and the family ρ(p). They show that mixing can destroy Gaussianity, and give no criterion for other mixtures, some of which are Gaussian: the state 1/4 is itself an equal mixture of the four occupation states. Wick's rule enters as the definition of Gaussian and is proved for three states; it is not derived for thermal or time-evolved states of a general quadratic Hamiltonian. For two modes the four-point level suffices, because a product of more than four Majorana operators (the Hermitian combinations cᵢ + cᵢ† and i(cᵢ† − cᵢ), with i in front of the bracket the imaginary unit) reduces to shorter ones and odd products vanish in an even state; this reduction is an argument by hand that the file does not contain. With more modes the definition would need the six-point and higher rules.

Gaussian states are also commonly defined as ρ ∝ exp(−H) with H Hermitian and quadratic in the ladder operators. An exponential is invertible, so the rank-one states |00⟩⟨00| and |11⟩⟨11| would enter only as limits, and the definition would have to be closed under them. The state 1/4 would be the immediate case H = 0, while excluding ρ(1/2) through ⟨n₀n₁⟩ would first require Wick's rule as a theorem for exp(−H) and its limits.
